# Linear unscreening with too little core density makes the Slater exchange energy change from the reference density too low

**Q:** What are the quantities, and in what units?

**A:** At one point in space, $c$ is the core density, $v$ the valence density at which the pseudopotential is unscreened, and $w$ the valence density in some other environment. The exchange energy density is $f(n)=-n^{4/3}$, in units of the positive Slater constant, so lower means more negative. For local-density exchange without spin polarisation this constant is $\tfrac34(3/\pi)^{1/3}$ in Hartree atomic units. The file calls it `exchange`, and its derivative $f'(n)=-\tfrac43 n^{1/3}$ is `potential`.

```lean
import Mathlib

open Finset

namespace NonlinearCoreCorrection

noncomputable section

/-- Local exchange energy per volume at density `n ≥ 0`, in units of the Slater constant. -/
def exchange (n : ℝ) : ℝ := -n ^ (4 / 3 : ℝ)

/-- Local exchange potential at density `n ≥ 0`, in the same units. -/
def potential (n : ℝ) : ℝ := -(4 / 3) * n ^ (1 / 3 : ℝ)
```

**Q:** Where does the pseudopotential enter?

**A:** Through what unscreening leaves behind. Suppose the calculation keeps a partial core density $p$ in place of $c$. The reference potential contains $f'(c+v)$, and unscreening subtracts $f'(p+v)$. The difference stays in the ionic pseudopotential as a fixed potential, whose energy is linear in the valence density. The predicted change for $v\to w$ is therefore

$$f(p+w)-f(p+v)+\bigl(f'(c+v)-f'(p+v)\bigr)(w-v).$$

This is `unscreenedChange c p v w`. Setting $p=0$ means no core correction, and $p=c$ keeps the full core.

```lean
/-- Exchange energy change predicted for the valence density change `v → w` when the core
density `c` is replaced by a partial core `p` and the rest of the core's effect is a fixed
potential, unscreened at `v`. -/
def unscreenedChange (c p v w : ℝ) : ℝ :=
  exchange (p + w) - exchange (p + v) + (potential (c + v) - potential (p + v)) * (w - v)
```

**Q:** You typed in the potential by hand. Is it really the derivative?

**A:** That is proved first, by the power rule with $\tfrac43-1=\tfrac13$. The theorem holds for every real `n` because Mathlib also gives powers of negative numbers a value; only $n\ge0$ has a physical meaning.

```lean
/-- The exchange potential is the derivative of the exchange energy density. -/
theorem hasDerivAt_exchange (n : ℝ) : HasDerivAt exchange (potential n) n := by
  change HasDerivAt (fun x : ℝ => -x ^ (4 / 3 : ℝ)) (-(4 / 3) * n ^ (1 / 3 : ℝ)) n
  have h := (Real.hasDerivAt_rpow_const (x := n) (p := 4 / 3)
    (Or.inr (by norm_num))).fun_neg
  refine h.congr_deriv ?_
  rw [show (4 / 3 : ℝ) - 1 = 1 / 3 by norm_num]
  ring
```

**Q:** Now convince me by hand that the error has a definite sign.

**A:** Write $R(a,b)=f(b)-f(a)-f'(a)(b-a)$ for the part of $f$ beyond its tangent at $a$. Subtracting the prediction from the true change $f(c+w)-f(c+v)$ gives

$$R(c+v,c+w)-R(p+v,p+w).$$

So we compare the same density change at two different backgrounds. With $s=a^{1/3}$ and $t=b^{1/3}$,

$$R=-t^4+s^4+\tfrac43 s(t^3-s^3)=-\tfrac13(3t^4-4t^3s+s^4)=-\tfrac13(t-s)^2(3t^2+2ts+s^2).$$

The next two lemmas contain this step: cubing a cube root returns the density, and substituting that gives the quartic.

```lean
/-- The cube of the cube root of a non-negative density is the density. -/
theorem cube_root_cube {n : ℝ} (hn : 0 ≤ n) : (n ^ (1 / 3 : ℝ)) ^ 3 = n := by
  rw [← Real.rpow_natCast, ← Real.rpow_mul hn]
  norm_num

/-- For non-negative densities, the exchange energy beyond its linearisation at `a` is an
explicit quartic in the cube roots of the two densities. -/
theorem exchange_remainder {a b : ℝ} (ha : 0 ≤ a) (hb : 0 ≤ b) :
    exchange b - exchange a - potential a * (b - a) =
      -((b ^ (1 / 3 : ℝ) - a ^ (1 / 3 : ℝ)) ^ 2 * (3 * (b ^ (1 / 3 : ℝ)) ^ 2
        + 2 * b ^ (1 / 3 : ℝ) * a ^ (1 / 3 : ℝ) + (a ^ (1 / 3 : ℝ)) ^ 2)) / 3 := by
  have quartic : ∀ n : ℝ, 0 ≤ n → exchange n = -(n ^ (1 / 3 : ℝ)) ^ 4 := by
    intro n hn
    unfold exchange
    rw [← Real.rpow_natCast, ← Real.rpow_mul hn]
    norm_num
  have ha3 := cube_root_cube ha
  have hb3 := cube_root_cube hb
  rw [quartic a ha, quartic b hb]
  unfold potential
  linear_combination (-(4 / 3) * a ^ (1 / 3 : ℝ)) * hb3 + (4 / 3 * a ^ (1 / 3 : ℝ)) * ha3
```

**Q:** Raising the background changes both $|t-s|$ and the second factor, in opposite directions. Who wins?

**A:** Use the fact that the density change $d=t^3-s^3$ is fixed. Let $M=t^2+ts+s^2$ and $N=3t^2+2ts+s^2$. Since $d=(t-s)M$, the quartic is

$$(t-s)^2N=d^2\,\frac{N}{M^2}.$$

Only the ratio varies, and for non-negative $s,t$, not both zero,

$$\partial_s\frac{N}{M^2}=-\frac{2(2t^3+6t^2s+3ts^2+s^3)}{M^3}<0,\qquad
\partial_t\frac{N}{M^2}=-\frac{6t^2(t+s)}{M^3}\le0.$$

Raise $s$ to $s'$ first, then $t$ to $t'$. The ratio falls strictly in the first step and does not rise in the second. As $d\ne0$, the quartic becomes strictly smaller.

**Q:** Does the formal proof differentiate that ratio?

**A:** No, it compares finite steps. It writes $t'=t+x$ and $s'=s+y$ with $x,y>0$. In `h1` and `h2` it clears the denominators, and the differences become polynomials with non-negative coefficients. `positivity` confirms their sign, and the term $Ny^4$ in `p2` makes the first comparison strict. The identity `e` states that $(t-s)M$ is the same before and after; the final `calc` uses it to turn the ratio comparison into one of quartics.

```lean
/-- If the cube roots `s ≠ t` of two densities are both raised while the density difference
stays the same, the quartic of the exchange remainder becomes strictly smaller. -/
theorem quartic_lt {t s t' s' : ℝ} (ht : 0 ≤ t) (hs : 0 ≤ s) (htt : t < t') (hss : s < s')
    (hne : t ≠ s) (h : t' ^ 3 - s' ^ 3 = t ^ 3 - s ^ 3) :
    (t' - s') ^ 2 * (3 * t' ^ 2 + 2 * t' * s' + s' ^ 2) <
      (t - s) ^ 2 * (3 * t ^ 2 + 2 * t * s + s ^ 2) := by
  obtain ⟨x, rfl⟩ : ∃ x, t' = t + x := ⟨t' - t, by ring⟩
  obtain ⟨y, rfl⟩ : ∃ y, s' = s + y := ⟨s' - s, by ring⟩
  have hx : 0 < x := by linarith
  have hy : 0 < y := by linarith
  have hsq : 0 < (t - s) ^ 2 := pow_pos (abs_pos.mpr (sub_ne_zero.mpr hne)) 2 |>.trans_eq
    (sq_abs (t - s))
  have hM : 0 < t ^ 2 + t * s + s ^ 2 := by nlinarith [mul_nonneg ht hs]
  have hN : 0 < 3 * t ^ 2 + 2 * t * s + s ^ 2 := by nlinarith [mul_nonneg ht hs, sq_nonneg t]
  have hM1 : 0 < t ^ 2 + t * (s + y) + (s + y) ^ 2 := by positivity
  have hM2 : 0 < (t + x) ^ 2 + (t + x) * (s + y) + (s + y) ^ 2 := by positivity
  -- raising the reference density alone
  have h1 : (3 * t ^ 2 + 2 * t * (s + y) + (s + y) ^ 2) / (t ^ 2 + t * (s + y) + (s + y) ^ 2) ^ 2
      < (3 * t ^ 2 + 2 * t * s + s ^ 2) / (t ^ 2 + t * s + s ^ 2) ^ 2 := by
    rw [div_lt_div_iff₀ (pow_pos hM1 2) (pow_pos hM 2)]
    have p1 : 0 ≤ (t ^ 2 + t * s + s ^ 2) * (y * (2 * (2 * t ^ 3 + 6 * t ^ 2 * s
        + 3 * t * s ^ 2 + s ^ 3)) + y ^ 2 * (5 * t ^ 2 + 3 * t * s + s ^ 2))
        + (3 * t ^ 2 + 2 * t * s + s ^ 2) * (y ^ 2 * (t + 2 * s) ^ 2
        + 2 * y ^ 3 * (t + 2 * s)) := by positivity
    have p2 := mul_pos hN (pow_pos hy 4)
    linarith
  -- then raising the final density
  have h2 : (3 * (t + x) ^ 2 + 2 * (t + x) * (s + y) + (s + y) ^ 2)
        / ((t + x) ^ 2 + (t + x) * (s + y) + (s + y) ^ 2) ^ 2
      ≤ (3 * t ^ 2 + 2 * t * (s + y) + (s + y) ^ 2)
        / (t ^ 2 + t * (s + y) + (s + y) ^ 2) ^ 2 := by
    have hr : 0 ≤ s + y := by linarith
    generalize s + y = r at hM1 hM2 hr ⊢
    rw [div_le_div_iff₀ (pow_pos hM2 2) (pow_pos hM1 2)]
    have p1 : 0 ≤ x * (6 * t ^ 2 * (t + r) * (t ^ 2 + t * r + r ^ 2))
        + x ^ 2 * (15 * t ^ 4 + 24 * t ^ 3 * r + 18 * t ^ 2 * r ^ 2 + 6 * t * r ^ 3)
        + (3 * t ^ 2 + 2 * t * r + r ^ 2) * (2 * x ^ 3 * (2 * t + r) + x ^ 4) := by
      positivity
    linarith
  have h3 := h2.trans_lt h1
  rw [div_lt_div_iff₀ (pow_pos hM2 2) (pow_pos hM 2)] at h3
  -- the common density difference turns this into the comparison of the quartics
  have e : (t + x - (s + y)) * ((t + x) ^ 2 + (t + x) * (s + y) + (s + y) ^ 2)
      = (t - s) * (t ^ 2 + t * s + s ^ 2) := by linear_combination h
  generalize t + x = a at *
  generalize s + y = b at *
  have h4 := mul_lt_mul_of_pos_left h3 (mul_pos hsq (pow_pos hM 2))
  refine lt_of_mul_lt_mul_right (a := (t ^ 2 + t * s + s ^ 2) ^ 2
    * (a ^ 2 + a * b + b ^ 2) ^ 2) ?_ (by positivity)
  calc _ = ((a - b) * (a ^ 2 + a * b + b ^ 2)) ^ 2
        * ((3 * a ^ 2 + 2 * a * b + b ^ 2) * (t ^ 2 + t * s + s ^ 2) ^ 2) := by ring
    _ = (t - s) ^ 2 * (t ^ 2 + t * s + s ^ 2) ^ 2
        * ((3 * a ^ 2 + 2 * a * b + b ^ 2) * (t ^ 2 + t * s + s ^ 2) ^ 2) := by rw [e]; ring
    _ < _ := h4
    _ = _ := by ring
```

**Q:** And back to densities?

**A:** Take $a=p+v$, $b=p+w$ as the lower pair and $c+v$, $c+w$ as the upper one. Both pairs differ by $w-v$, and $p<c$ raises both cube roots. The smaller quartic at the upper pair makes $R(c+v,c+w)$ less negative than $R(p+v,p+w)$, so the true change lies strictly above the prediction. In the proof, `r` and `r'` are the two remainder formulas, `q` is the quartic comparison, and `linarith` combines them.

```lean
/-- With a partial core `p` smaller than the core density `c`, linear unscreening at valence
density `v` predicts too low an exchange energy change for every other valence density `w`. -/
theorem unscreenedChange_lt {c p v w : ℝ} (hp : 0 ≤ p) (hpc : p < c) (hv : 0 ≤ v)
    (hw : 0 ≤ w) (hne : w ≠ v) :
    unscreenedChange c p v w < exchange (c + w) - exchange (c + v) := by
  have pv : 0 ≤ p + v := by linarith
  have pw : 0 ≤ p + w := by linarith
  have cv : 0 ≤ c + v := by linarith
  have cw : 0 ≤ c + w := by linarith
  have r := exchange_remainder pv pw
  have r' := exchange_remainder cv cw
  have roots : (p + w) ^ (1 / 3 : ℝ) ≠ (p + v) ^ (1 / 3 : ℝ) := by
    intro h
    have h3 := congrArg (fun z : ℝ => z ^ 3) h
    simp only [cube_root_cube pv, cube_root_cube pw] at h3
    exact hne (by linarith)
  have q := quartic_lt (Real.rpow_nonneg pw _) (Real.rpow_nonneg pv _)
    (Real.rpow_lt_rpow pw (by linarith : p + w < c + w) (by norm_num))
    (Real.rpow_lt_rpow pv (by linarith : p + v < c + v) (by norm_num)) roots
    (by rw [cube_root_cube pv, cube_root_cube pw, cube_root_cube cv, cube_root_cube cw]; ring)
  rw [add_sub_add_left_eq_sub] at r r'
  unfold unscreenedChange
  linarith
```

**Q:** I would rather see the uncorrected case without your hand-built definition.

**A:** Then read the next theorem. With $D(x)=f(c+x)-f(x)$, it says that for $c>0$, $v>0$, $w\ge0$ and $w\ne v$,

$$f(w)-f(v)+D'(v)(w-v)<f(c+w)-f(c+v).$$

Here $D'(v)$ is Lean's `deriv` of $D$ itself. The proof computes it as $f'(c+v)-f'(v)$ and applies the previous theorem with $p=0$.

```lean
/-- For `c > 0`, `v > 0` and no partial core, unscreening with the slope at `v` of
`D(x) = f(c+x) - f(x)`, `f` the exchange energy density, makes the energy change to any other
density `w` too low. -/
theorem linear_unscreening_too_low {c v w : ℝ} (hc : 0 < c) (hv : 0 < v) (hw : 0 ≤ w)
    (hne : w ≠ v) :
    exchange w - exchange v + deriv (fun x => exchange (c + x) - exchange x) v * (w - v)
      < exchange (c + w) - exchange (c + v) := by
  have hd : HasDerivAt (fun x => exchange (c + x) - exchange x)
      (potential (c + v) - potential v) v :=
    ((hasDerivAt_exchange (c + v)).comp_const_add c v).fun_sub (hasDerivAt_exchange v)
  rw [hd.deriv]
  have h := unscreenedChange_lt le_rfl hc hv.le hw hne
  simpa only [unscreenedChange, zero_add] using h
```

**Q:** Could a partial core smaller than $c$ still be exact for some lucky $w$?

**A:** Only for $w=v$. When $0\le p\le c$, the prediction is exact if and only if $p=c$ or $w=v$. One direction follows from the strict inequality, the other by substitution.

```lean
/-- For a partial core not exceeding the core density, the predicted exchange energy change is exact
if and only if the partial core is the full core or the valence density is unchanged. -/
theorem unscreenedChange_eq_iff {c p v w : ℝ} (hp : 0 ≤ p) (hpc : p ≤ c) (hv : 0 ≤ v)
    (hw : 0 ≤ w) :
    unscreenedChange c p v w = exchange (c + w) - exchange (c + v) ↔ p = c ∨ w = v := by
  constructor
  · intro h
    by_contra hcon
    rw [not_or] at hcon
    exact (unscreenedChange_lt hp (lt_of_le_of_ne hpc hcon.1) hv hw hcon.2).ne h
  · rintro (rfl | rfl) <;> unfold unscreenedChange <;> ring
```

**Q:** So far this was a single point in space. Can errors cancel between regions where the valence density rises and regions where it falls?

**A:** Not in this model, because the sign of the error is the same for $w>v$ and $w<v$. The last theorem sums over a finite grid, where `ω i` are positive quadrature weights and all densities may vary from point to point. The partial core must nowhere exceed the core, and at least one point must have both $p_i<c_i$ and $w_i\ne v_i$. That point gives a strict inequality, and every other point contributes at least a weak one.

```lean
/-- On an integration grid with positive weights and partial core nowhere above the core, the
total predicted exchange energy change is too low as soon as the valence density changes at
one point where the partial core is smaller than the core. -/
theorem grid_unscreening_too_low {ι : Type*} [Fintype ι] {ω c p v w : ι → ℝ}
    (hω : ∀ i, 0 < ω i) (hp : ∀ i, 0 ≤ p i) (hpc : ∀ i, p i ≤ c i) (hv : ∀ i, 0 ≤ v i)
    (hw : ∀ i, 0 ≤ w i) (hex : ∃ i, p i < c i ∧ w i ≠ v i) :
    ∑ i, ω i * unscreenedChange (c i) (p i) (v i) (w i)
      < ∑ i, ω i * (exchange (c i + w i) - exchange (c i + v i)) := by
  obtain ⟨j, hj, hne⟩ := hex
  refine Finset.sum_lt_sum (fun i _ => ?_) ⟨j, Finset.mem_univ j, ?_⟩
  · refine mul_le_mul_of_nonneg_left ?_ (hω i).le
    by_cases h : p i = c i ∨ w i = v i
    · exact ((unscreenedChange_eq_iff (hp i) (hpc i) (hv i) (hw i)).mpr h).le
    · rw [not_or] at h
      exact (unscreenedChange_lt (hp i) (lt_of_le_of_ne (hpc i) h.1) (hv i) (hw i) h.2).le
  · exact mul_lt_mul_of_pos_left (unscreenedChange_lt (hp j) hj (hv j) (hw j) hne) (hω j)

end

end NonlinearCoreCorrection
```

```lean
#print axioms NonlinearCoreCorrection.linear_unscreening_too_low
#print axioms NonlinearCoreCorrection.grid_unscreening_too_low
```

```
'NonlinearCoreCorrection.linear_unscreening_too_low' depends on axioms: [propext, Classical.choice, Quot.sound]
'NonlinearCoreCorrection.grid_unscreening_too_low' depends on axioms: [propext, Classical.choice, Quot.sound]
```

**Q:** So what may I conclude about a real pseudopotential calculation?

**A:** For spin-unpolarised Slater exchange with a frozen core and prescribed valence densities, keeping the full core removes an error of known sign in the exchange energy change from the reference density $v$. A partial core that is nowhere above the full core leaves an error of the same sign if the valence density differs from $v$ where core density is missing. For the energy difference between two environments that both differ from the reference, the two errors are subtracted, and the sign of the result is not fixed. The theorems say nothing about correlation, gradient corrections or spin polarisation. They also leave out the kinetic and Hartree energies and the self-consistent response of the density, so they do not fix the sign of a total-energy error. Finally, the same $v$ and $w$ appear in the true and the predicted change, which ignores any difference between pseudo and all-electron valence densities near the nucleus. The model also ignores the smoothing of the potential inside the core radius of a real pseudopotential. In a molecule or solid, the fixed potential is a sum of atomic terms, each unscreened at the valence density of its own reference atom. The formula used here covers that case where only one atom has core density at a given point, with $v$ taken from that atom, but not where cores overlap.
